# If J²v = av and J_z v = mv, then J₋v satisfies the same equations with m replaced by m − 1

The lemma `lower_sublevel` concerns three Hermitian complex matrices of finite size that obey the angular momentum commutation relations, in units of the reduced Planck constant. If a vector v satisfies J²v = av and J_z v = mv, then J₋v, with J₋ = J_x − iJ_y, satisfies the same two equations with m replaced by m − 1. The vectors need not be normalised, and either may be zero. The proof shows that J² commutes with J₋ and that J_z J₋ = J₋J_z − J₋, then applies both identities to v. To show first that J² commutes with each component of J, it uses the general result `scalar_commutes` with the identity matrix as the middle factor `Q`.

The first attempt, which Lean rejects:

```lean
import Mathlib

open Matrix Complex

namespace EmissionIsotropy

noncomputable section

variable {n : Type*} [Fintype n] [DecidableEq n]

/-- `V` is a vector operator for `J`: `[J_i, V_j] = i ε_ijk V_k`, written cyclically
with component indices modulo three. -/
structure IsVectorOperator (J V : Fin 3 → Matrix n n ℂ) : Prop where
  same : ∀ i, J i * V i - V i * J i = 0
  next : ∀ i, J i * V (i + 1) - V (i + 1) * J i = I • V (i + 2)
  prev : ∀ i, J i * V (i + 2) - V (i + 2) * J i = -(I • V (i + 1))

/-- A Hermitian angular momentum triple, in units of the reduced Planck constant. -/
structure IsAngularMomentum (J : Fin 3 → Matrix n n ℂ) : Prop where
  herm : ∀ i, (J i)ᴴ = J i
  comm : IsVectorOperator J J

/-- The total angular momentum squared. -/
def Jsq (J : Fin 3 → Matrix n n ℂ) : Matrix n n ℂ := ∑ k, J k * J k

/-- The lowering operator `J₋ = Jx - i Jy`. -/
def lower (J : Fin 3 → Matrix n n ℂ) : Matrix n n ℂ := J 0 - I • J 1

/-- `v` satisfies `J² v = a v` and `Jz v = m v`. -/
def IsSublevel (J : Fin 3 → Matrix n n ℂ) (a m : ℂ) (v : n → ℂ) : Prop :=
  Jsq J *ᵥ v = a • v ∧ J 2 *ᵥ v = m • v

omit [DecidableEq n] in
/-- If `W` and `V` are vector operators and `Q` commutes with `J`, then `∑ₖ Wₖ Q Vₖ`
commutes with every component of `J`. -/
theorem scalar_commutes {J W V : Fin 3 → Matrix n n ℂ} {Q : Matrix n n ℂ}
    (hW : IsVectorOperator J W) (hV : IsVectorOperator J V)
    (hQ : ∀ i, J i * Q = Q * J i) (i : Fin 3) :
    J i * (∑ k, W k * Q * V k) = (∑ k, W k * Q * V k) * J i := by
  have sum3 : ∀ f : Fin 3 → Matrix n n ℂ, ∑ k, f k = f i + f (i + 1) + f (i + 2) := by
    intro f
    rw [Fin.sum_univ_three]
    fin_cases i
    · rfl
    · change f 0 + f 1 + f 2 = f 1 + f 2 + f 0
      abel
    · change f 0 + f 1 + f 2 = f 2 + f 0 + f 1
      abel
  -- the Leibniz rule, with no contribution from `Q`
  have key : ∀ A B : Matrix n n ℂ, J i * (A * Q * B) - A * Q * B * J i
      = (J i * A - A * J i) * Q * B + A * Q * (J i * B - B * J i) := by
    intro A B
    have h : A * (J i * Q) * B = A * (Q * J i) * B := by rw [hQ]
    linear_combination (norm := noncomm_ring) h
  rw [← sub_eq_zero, sum3]
  have split : ∀ X Y Z : Matrix n n ℂ, J i * (X + Y + Z) - (X + Y + Z) * J i
      = (J i * X - X * J i) + (J i * Y - Y * J i) + (J i * Z - Z * J i) := by
    intro X Y Z
    noncomm_ring
  rw [split, key, key, key, hW.same, hV.same, hW.next, hV.next, hW.prev, hV.prev]
  simp only [zero_mul, mul_zero, neg_mul, mul_neg, smul_mul_assoc, mul_smul_comm]
  abel

/-- If `J² v = a v` and `Jz v = m v`, then `J₋ v`, which may be zero, satisfies the same equations
with `m` replaced by `m - 1`. -/
theorem lower_sublevel {J : Fin 3 → Matrix n n ℂ} (hJ : IsAngularMomentum J) {a m : ℂ}
    {v : n → ℂ} (hv : IsSublevel J a m v) : IsSublevel J a (m - 1) (lower J *ᵥ v) := by
  have hc : ∀ i, J i * Jsq J = Jsq J * J i := by
    intro i
    have h := scalar_commutes (Q := 1) hJ.comm hJ.comm (fun i => by simp) i
    simpa only [mul_one] using h
  have h1 : Jsq J * lower J = lower J * Jsq J := by
    simp only [lower, mul_sub, sub_mul, smul_mul_assoc, mul_smul_comm, hc]
  have h2 : J 2 * lower J = lower J * J 2 - lower J := by
    have hx : J 2 * J 0 - J 0 * J 2 = I • J 1 := hJ.comm.next 2
    have hy : J 2 * J 1 - J 1 * J 2 = -(I • J 0) := hJ.comm.prev 2
    have hI : I • (I • J 0) = -J 0 := by rw [smul_smul, I_mul_I, neg_one_smul]
    simp only [lower, mul_sub, sub_mul, smul_mul_assoc, mul_smul_comm]
    linear_combination (norm := module) hx - I • hy + hI
  constructor
  · rw [mulVec_mulVec, h1, ← mulVec_mulVec, hv.1, mulVec_smul]
  · rw [mulVec_mulVec, h2, sub_mulVec, ← mulVec_mulVec, hv.2, mulVec_smul, sub_smul, one_smul]

end

end EmissionIsotropy
```

The error:

```
Main.lean:71:4: error: Type mismatch: After simplification, term
  h
 has type
  @Eq (Matrix n n ℂ) (J i * ∑ x, J x * J x) ((∑ x, J x * J x) * J i)
but is expected to have type
  @Eq (Matrix n n ℂ) (J i * Jsq J) (Jsq J * J i)
```

The change, after which it compiles:

```diff
@@ -69,5 +69,5 @@
     intro i
     have h := scalar_commutes (Q := 1) hJ.comm hJ.comm (fun i => by simp) i
-    simpa only [mul_one] using h
+    simpa only [mul_one, Jsq] using h
   have h1 : Jsq J * lower J = lower J * Jsq J := by
     simp only [lower, mul_sub, sub_mul, smul_mul_assoc, mul_smul_comm, hc]
```

The error is in the step `hc`, which says that each `J i` commutes with `Jsq J`. With `Q := 1`, `scalar_commutes` gives this fact for the sum of the products `J k * 1 * J k`, and `mul_one` turns these into `J x * J x`, as the message shows. The goal, however, still contains the name `Jsq J`.

By definition `Jsq J` is that same sum, so the two statements in the message have the same mathematical content. But `simpa only` rewrites only with the lemmas and definitions it is given, and its final comparison of `h` with the goal does not unfold an ordinary definition such as `Jsq`. It therefore reports a type mismatch.

The repair adds `Jsq` to the list. The simplifier then unfolds `Jsq J` in the goal into the explicit sum, which matches the simplified `h`.
